# Implicit trapezoidal descent in a harmonic well is a geometric sequence

A single real displacement `y` has the harmonic energy k y²/2, and it moves downhill in discrete steps, each equal to `h` times the mean of the downhill slopes at the old and the new point. The theorem `trapezoid_iff_geometric` states that, for positive curvature `k` and positive step `h`, a sequence obeys this implicit rule if and only if its `n`th term is rⁿ times its initial term, with r = (1 − hk/2)/(1 + hk/2). The attempt first solves the implicit equation for the new point, in the auxiliary statement `step`. From this it obtains the geometric formula by induction, and the converse by substituting the formula into the rule.

An attempt in Lean 4 with a fault in it:

```lean
import Mathlib

open Filter Topology

namespace TrapezoidIffGeometric

noncomputable section

/-- The harmonic energy `k y² / 2` of a valley wall of curvature `k` at displacement `y`. -/
def wallEnergy (k y : ℝ) : ℝ := k / 2 * y ^ 2

/-- Implicit trapezoidal descent with step `h`: each move follows the mean of the downhill
slopes of `V` at the old and the new point. -/
def IsTrapezoidPath (V : ℝ → ℝ) (h : ℝ) (y : ℕ → ℝ) : Prop :=
  ∀ n, y (n + 1) = y n - h / 2 * (deriv V (y n) + deriv V (y (n + 1)))

/-- The factor by which one trapezoidal step multiplies the displacement on a harmonic wall,
for `1 + h k / 2 ≠ 0`. -/
def trapezoidFactor (h k : ℝ) : ℝ := (1 - h * k / 2) / (1 + h * k / 2)

/-- The slope of the harmonic wall at displacement `y` is `k y`. -/
theorem deriv_wallEnergy (k y : ℝ) : deriv (wallEnergy k) y = k * y := by
  have h : HasDerivAt (wallEnergy k) (k / 2 * (((2 : ℕ) : ℝ) * y ^ (2 - 1))) y :=
    (hasDerivAt_pow 2 y).const_mul (k / 2)
  have e : (2 : ℕ) - 1 = 1 := rfl
  rw [h.deriv, e, pow_one]
  push_cast
  ring

/-- For positive curvature and step, a sequence obeys the implicit trapezoidal scheme on a
harmonic wall if and only if it is geometric with ratio `(1 - h k / 2) / (1 + h k / 2)`. -/
theorem trapezoid_iff_geometric {k h : ℝ} (hk : 0 < k) (hh : 0 < h) {y : ℕ → ℝ} :
    IsTrapezoidPath (wallEnergy k) h y ↔ ∀ n, y n = trapezoidFactor h k ^ n * y 0 := by
  have hne : 1 + h * k / 2 ≠ 0 := by positivity
  -- the implicit equation is solved for the new point `b`
  have step : ∀ a b : ℝ,
      b = a - h / 2 * (k * a + k * b) ↔ b = trapezoidFactor h k * a := by
    intro a b
    rw [trapezoidFactor, div_mul_eq_mul_div, eq_div_iff hne]
    constructor <;> intro e <;> linear_combination e
  constructor
  · intro hy n
    induction n with
    | zero => simp
    | succ n ih =>
      have s := hy n
      simp only [deriv_wallEnergy] at s
      rw [(step _ _).mp s, ih]
      ring
  · intro hy n
    simp only [deriv_wallEnergy]
    refine (step _ _).mpr ?_
    rw [hy (n + 1), hy n]
    ring

end

end TrapezoidIffGeometric
```

The compiler's answer:

```
Main.lean:39:45: error: Tactic `rewrite` failed: Did not find an occurrence of the pattern
  ?m.96 = ?m.94 / (1 + h * k / 2)
in the target expression
  b = a - h * (k * a + k * b) / 2 ↔ b = (1 - h * k / 2) / (1 + h * k / 2) * a

k h : ℝ
hk : 0 < k
hh : 0 < h
y : ℕ → ℝ
hne : 1 + h * k / 2 ≠ 0
a b : ℝ
⊢ b = a - h * (k * a + k * b) / 2 ↔ b = (1 - h * k / 2) / (1 + h * k / 2) * a
```

Cause. The error arises in `step`, at `eq_div_iff hne`. This lemma needs an equation whose right side is a quotient with denominator `1 + h * k / 2`, and the goal has none: its last term is still a quotient multiplied by `a`.

The rewrite before it, `div_mul_eq_mul_div`, was meant to bring `a` into the numerator. But its pattern, a quotient times a factor, also fits `h / 2 * (k * a + k * b)`, which comes earlier in the goal. `rw` fixed the pattern's variables at that match and so changed only that term, as the message shows: it now reads `h * (k * a + k * b) / 2`.

The repair proves the intended identity separately, as `hf`. There the product with `h / 2` is absent, and `div_mul_eq_mul_div` acts on the trapezoidal factor. Rewriting the main goal with `hf` then changes exactly `trapezoidFactor h k * a` into a single quotient with the required denominator, and `eq_div_iff hne` applies.

After these edits no error is left:

```diff
@@ -37,5 +37,7 @@
       b = a - h / 2 * (k * a + k * b) ↔ b = trapezoidFactor h k * a := by
     intro a b
-    rw [trapezoidFactor, div_mul_eq_mul_div, eq_div_iff hne]
+    have hf : trapezoidFactor h k * a = (1 - h * k / 2) * a / (1 + h * k / 2) := by
+      rw [trapezoidFactor, div_mul_eq_mul_div]
+    rw [hf, eq_div_iff hne]
     constructor <;> intro e <;> linear_combination e
   constructor
```
